# The decay ratio r = exp(−arccosh(1/b)) of a density wave with relative amplitude 0 < b < 1 lies strictly between 0 and 1 and satisfies b(1 + r²) = 2r

For a density wave of relative amplitude b, the file defines the decay ratio as r = exp(−arccosh(1/b)), with arccosh written out as a logarithm. The theorem `ratio_spec` says that if 0 < b < 1, then 0 < r < 1 and b(1 + r²) = 2r. This is a statement about the real number b alone; the density itself does not appear in it. The proof first shows that arccosh(1/b) is positive, which should put r below 1, and then gets the equation from cosh(arccosh(1/b)) = 1/b by writing cosh with exponentials.

An attempt in Lean 4 with a fault in it:

```lean
import Mathlib

open Filter Topology Metric

noncomputable section

namespace ExchangeHarmonics

/-- The inverse hyperbolic cosine, written with the logarithm. -/
def arccosh (y : ℝ) : ℝ := Real.log (y + √(y ^ 2 - 1))

/-- The decay ratio `r = exp(-arccosh(1/b))` of a density wave of relative amplitude `b`. -/
def ratio (b : ℝ) : ℝ := Real.exp (-arccosh (1 / b))

/-- On `[1, ∞)` the function `arccosh` is a right inverse of `cosh`. -/
theorem cosh_arccosh {y : ℝ} (hy : 1 ≤ y) : Real.cosh (arccosh y) = y := by
  have hs := Real.sq_sqrt (show 0 ≤ y ^ 2 - 1 by nlinarith)
  have h0 := Real.sqrt_nonneg (y ^ 2 - 1)
  have hp : 0 < y + √(y ^ 2 - 1) := by linarith
  have hi : (y + √(y ^ 2 - 1))⁻¹ = y - √(y ^ 2 - 1) :=
    inv_eq_of_mul_eq_one_right (by linear_combination -hs)
  rw [Real.cosh_eq, arccosh, Real.exp_neg, Real.exp_log hp, hi]
  ring

/-- For `0 < b < 1` the decay ratio lies strictly between 0 and 1 and satisfies `b (1 + r²) = 2 r`.
-/
theorem ratio_spec {b : ℝ} (hb : 0 < b) (hb1 : b < 1) :
    0 < ratio b ∧ ratio b < 1 ∧ b * (1 + ratio b ^ 2) = 2 * ratio b := by
  have hy : 1 < 1 / b := by rw [lt_div_iff₀ hb]; linarith
  have hc := cosh_arccosh hy.le
  have hpos : 0 < arccosh (1 / b) :=
    Real.log_pos (by linarith [Real.sqrt_nonneg ((1 / b) ^ 2 - 1)])
  refine ⟨Real.exp_pos _, Real.exp_lt_one (by linarith), ?_⟩
  have he : Real.exp (arccosh (1 / b)) * Real.exp (-arccosh (1 / b)) = 1 := by
    rw [← Real.exp_add, add_neg_cancel, Real.exp_zero]
  have h1 : b * (1 / b) = 1 := mul_one_div_cancel hb.ne'
  rw [Real.cosh_eq] at hc
  unfold ratio
  linear_combination (2 * b * Real.exp (-arccosh (1 / b))) * hc
    + (2 * Real.exp (-arccosh (1 / b))) * h1 - b * he

end ExchangeHarmonics
```

The error:

```
Main.lean:33:26: error(lean.unknownIdentifier): Unknown constant `Real.exp_lt_one`
```

Cause. The message says that Lean knows no constant called `Real.exp_lt_one`. The proof used that name for the second of the three claims, `ratio b < 1`, so the failure is a missing name and not a gap in the mathematics.

The repair uses `Real.exp_lt_one_iff` instead, which says that `Real.exp x < 1` holds exactly when `x < 0`. Since it is an equivalence, `.2` is needed to select the direction from `x < 0` to `Real.exp x < 1`. By definition `ratio b` is `Real.exp (-arccosh (1 / b))`, so what remains to be shown is `-arccosh (1 / b) < 0`. The unchanged `linarith` call proves this from `hpos`, which says that `arccosh (1 / b)` is positive.

As a diff, the version that Lean accepts:

```diff
@@ -31,5 +31,5 @@
   have hpos : 0 < arccosh (1 / b) :=
     Real.log_pos (by linarith [Real.sqrt_nonneg ((1 / b) ^ 2 - 1)])
-  refine ⟨Real.exp_pos _, Real.exp_lt_one (by linarith), ?_⟩
+  refine ⟨Real.exp_pos _, Real.exp_lt_one_iff.2 (by linarith), ?_⟩
   have he : Real.exp (arccosh (1 / b)) * Real.exp (-arccosh (1 / b)) = 1 := by
     rw [← Real.exp_add, add_neg_cancel, Real.exp_zero]
```
